# In an open chain with negative nearest-neighbour couplings only, an eigenvector without zero components has as many sign changes as there are levels below it

On a lattice a wavefunction has no values between the sites, so for a tight-binding chain I count a node on every bond whose two end amplitudes have opposite signs. With an open chain and negative hoppings between nearest neighbours only, my ground state has no nodes, the next state has one, the next two, even when I draw the on-site energies at random. How can the signs of a single eigenvector know how many other levels lie below it, when the on-site energies don't enter the count at all? And does it matter that the hoppings are negative?

## Measured from $E$, the energy is a sum over bonds

The on-site energies drop out once every trial vector is written as a modulation of the eigenvector. The signs of the remaining bond terms then fix the number of levels below.

Let the sites be $0,\dots,n$, with on-site energies $a_i$ and a real coupling $b_k$ between sites $k$ and $k+1$. Let $x$ be a real vector with $Hx=Ex$ and every $x_i\neq0$. Any real vector $y$ can then be written as $y_i=u_ix_i$, and

$$\langle y,Hy\rangle=\sum_i a_iu_i^2x_i^2+2\sum_k b_kx_kx_{k+1}u_ku_{k+1}.$$

Multiplying the eigenvalue equation at site $i$ by $u_i^2x_i$ and summing over $i$ gives

$$E\langle y,y\rangle=\sum_i a_iu_i^2x_i^2+\sum_k b_kx_kx_{k+1}(u_k^2+u_{k+1}^2).$$

The difference contains no on-site energy:

$$\langle y,(H-E)y\rangle=-\sum_k b_kx_kx_{k+1}(u_k-u_{k+1})^2.$$

The $n+1$ numbers $u_0$ and $u_k-u_{k+1}$ determine $u$, and hence $y$, so they are a complete set of linear coordinates. The form is diagonal in them, with weight $0$ for $u_0$ and $-b_kx_kx_{k+1}$ for bond $k$.

It is also diagonal in an orthonormal eigenbasis $v_j$ with levels $\lambda_j$:

$$\langle y,(H-E)y\rangle=\sum_j(\lambda_j-E)\langle v_j,y\rangle^2.$$

Two such diagonal forms have equally many negative weights, which is Sylvester's law of inertia. Suppose one set had $p$ negative weights and the other only $q<p$. Demand that the first set's coordinates with non-negative weight vanish, and also the second set's coordinates with negative weight. These are $(n+1-p)+q<n+1$ linear conditions, so some $y\neq0$ satisfies them. The first expression is then negative and the second is non-negative, although they are equal. Exchanging the roles of the two sets excludes $p<q$.

So the number of levels below $E$ is the number of bonds with $b_kx_kx_{k+1}>0$. For $b_k<0$ these are exactly the bonds where $x$ changes sign. A negative coupling means that equal signs on neighbouring sites lower the energy, as in a bonding combination. For other signs of the couplings, the product $b_kx_kx_{k+1}$ is what must be counted.

Applied to $-H$, the argument shows that the levels above $E$ are as many as the bonds with $b_kx_kx_{k+1}<0$. If no coupling vanishes, each of the $n$ bonds accounts for one level below or above $E$. One of the $n+1$ levels is left, so $E$ is nondegenerate.

## What the Lean theorems say

`chain a b` is the matrix $H$, and `k.castSucc` and `k.succ` are the two ends of bond `k`. `levels a b` lists its eigenvalues with multiplicity, and `#{...}` counts the indices that meet a condition. In `node_theorem`, `hb` says that all couplings are negative, `hx` is the eigenvalue equation and `hx0` says that no component vanishes. The vector need not be normalised. For a single site both counts are zero.

The condition on the components matters. The uniform three-site chain with $a_i=0$ and $b_k=-1$ has the eigenvector $(1,0,-1)/\sqrt2$ at $E=0$. No bond has a negative product, yet the level $-\sqrt2$ lies below. The count can therefore fail when an interior component is zero.

The theorem applies to Hückel orbitals of a linear polyene, and to a one-dimensional Schrödinger equation on a finite grid with hard walls and a three-point kinetic energy, in both cases for non-interacting particles and states without zero components. There the sign changes of one eigenvector tell which level it belongs to, provided that even its smallest components are computed with the right sign. In the tails of a localised state, rounding errors can spoil this. Reducing a real molecule or wire to one orthonormal orbital per site with nearest-neighbour coupling remains a physical assumption.

```lean
import Mathlib

open Matrix
open scoped Finset

namespace DiscreteNodeTheorem

variable {n : ℕ}

/-- Hamiltonian of an open chain of `n + 1` sites with on-site energies `a` and a real coupling
`b k` on the bond between the sites `k` and `k + 1`: a real symmetric tridiagonal matrix. -/
def chain (a : Fin (n + 1) → ℝ) (b : Fin n → ℝ) : Matrix (Fin (n + 1)) (Fin (n + 1)) ℝ :=
  Matrix.diagonal a + ∑ k : Fin n, b k •
    (Matrix.single k.castSucc k.succ (1 : ℝ) + Matrix.single k.succ k.castSucc (1 : ℝ))

/-- The chain Hamiltonian is Hermitian. -/
theorem chain_isHermitian (a : Fin (n + 1) → ℝ) (b : Fin n → ℝ) : (chain a b).IsHermitian := by
  rw [Matrix.IsHermitian, Matrix.conjTranspose_eq_transpose_of_trivial]
  simp only [chain, Matrix.transpose_add, Matrix.diagonal_transpose, Matrix.transpose_sum,
    Matrix.transpose_smul, Matrix.transpose_single]
  exact congrArg _ (Finset.sum_congr rfl fun k _ => congrArg (b k • ·) (add_comm _ _))

/-- The energy levels of the chain, listed with multiplicity. -/
noncomputable def levels (a : Fin (n + 1) → ℝ) (b : Fin n → ℝ) : Fin (n + 1) → ℝ :=
  (chain_isHermitian a b).eigenvalues

/-- Matrix elements of the chain Hamiltonian between two real vectors: a sum over sites plus a
sum over bonds. -/
theorem chain_form (a : Fin (n + 1) → ℝ) (b : Fin n → ℝ) (y z : Fin (n + 1) → ℝ) :
    y ⬝ᵥ (chain a b *ᵥ z) = ∑ i, a i * y i * z i +
      ∑ k : Fin n, b k * (y k.castSucc * z k.succ + y k.succ * z k.castSucc) := by
  have hs : ∀ i j : Fin (n + 1), y ⬝ᵥ (Matrix.single i j (1 : ℝ) *ᵥ z) = y i * z j := by
    intro i j
    have h : ∀ p, (Matrix.single i j (1 : ℝ) *ᵥ z) p = if i = p then z j else 0 := by
      intro p
      by_cases h : i = p <;> simp [Matrix.mulVec, dotProduct, Matrix.single_apply, h]
    simp only [dotProduct, h, mul_ite, mul_zero, Finset.sum_ite_eq, Finset.mem_univ, if_true]
  have hsum : ∀ (s : Finset (Fin n)) (M : Fin n → Matrix (Fin (n + 1)) (Fin (n + 1)) ℝ),
      y ⬝ᵥ ((∑ k ∈ s, M k) *ᵥ z) = ∑ k ∈ s, y ⬝ᵥ (M k *ᵥ z) := by
    intro s M
    induction s using Finset.induction_on with
    | empty => simp
    | insert k s hk ih =>
      rw [Finset.sum_insert hk, Finset.sum_insert hk, Matrix.add_mulVec, dotProduct_add, ih]
  rw [chain, Matrix.add_mulVec, dotProduct_add, hsum]
  congr 1
  · simp only [dotProduct, Matrix.mulVec_diagonal]
    exact Finset.sum_congr rfl fun i _ => by ring
  · refine Finset.sum_congr rfl fun k _ => ?_
    rw [Matrix.smul_mulVec, dotProduct_smul, Matrix.add_mulVec, dotProduct_add, hs, hs,
      smul_eq_mul]

/-- If `x` solves the eigenvalue equation for `E`, then for the modulated vector `y i = u i * x i`
the quadratic form `⟨y, H y⟩ - E ⟨y, y⟩` is a sum over bonds of squared differences of `u`, each
with the weight `-(b k * x k * x (k+1))`, which may have either sign. -/
theorem modulated_energy {a : Fin (n + 1) → ℝ} {b : Fin n → ℝ} {x : Fin (n + 1) → ℝ} {E : ℝ}
    (hx : chain a b *ᵥ x = E • x) (u : Fin (n + 1) → ℝ) :
    (fun i => u i * x i) ⬝ᵥ (chain a b *ᵥ (fun i => u i * x i))
        - E * ((fun i => u i * x i) ⬝ᵥ (fun i => u i * x i)) =
      ∑ k : Fin n, -(b k * (x k.castSucc * x k.succ)) * (u k.castSucc - u k.succ) ^ 2 := by
  -- test the eigenvalue equation against `u² x`
  have h1 : (fun i => u i ^ 2 * x i) ⬝ᵥ (chain a b *ᵥ x) =
      E * ((fun i => u i * x i) ⬝ᵥ (fun i => u i * x i)) := by
    rw [hx, dotProduct_smul, smul_eq_mul]
    exact congrArg (E * ·) (Finset.sum_congr rfl fun i _ => by ring)
  have hd : ∑ i, a i * (u i * x i) * (u i * x i) = ∑ i, a i * (u i ^ 2 * x i) * x i :=
    Finset.sum_congr rfl fun i _ => by ring
  rw [← h1]
  simp only [chain_form]
  rw [hd, add_sub_add_left_eq_sub, ← Finset.sum_sub_distrib]
  exact Finset.sum_congr rfl fun k _ => by ring

/-- Half of Sylvester's law of inertia: if one quadratic form is diagonal in two sets of linear
coordinates, the first of them complete, the first has no more negative weights than the second. -/
theorem inertia_le {m : ℕ} (α β : Fin m → ℝ) (F G : (Fin m → ℝ) →ₗ[ℝ] (Fin m → ℝ))
    (hF : Function.Injective F)
    (h : ∀ y, ∑ k, α k * F y k ^ 2 = ∑ k, β k * G y k ^ 2) :
    #{k | α k < 0} ≤ #{k | β k < 0} := by
  by_contra! hlt
  -- too few linear conditions to force a vector to vanish
  let L : (Fin m → ℝ) →ₗ[ℝ] ({k // 0 ≤ α k} ⊕ {k // β k < 0} → ℝ) :=
    LinearMap.pi (Sum.elim (fun k => (LinearMap.proj k.1).comp F)
      (fun k => (LinearMap.proj k.1).comp G))
  have hL : ¬ Function.Injective L := by
    intro hi
    have h1 := LinearMap.finrank_le_finrank_of_injective hi
    simp only [Module.finrank_fintype_fun_eq_card, Fintype.card_sum, Fintype.card_fin,
      Fintype.card_subtype] at h1
    have h2 : #{k | α k < 0} + #{k | 0 ≤ α k} = m := by
      simp only [Finset.card_filter]
      rw [← Finset.sum_add_distrib]
      calc _ = ∑ _k : Fin m, 1 := Finset.sum_congr rfl fun k _ => by
            rcases lt_or_ge (α k) 0 with h | h
            · simp [h, not_le.2 h]
            · simp [h, not_lt.2 h]
        _ = m := by simp
    omega
  rw [injective_iff_map_eq_zero] at hL
  push Not at hL
  obtain ⟨y, hy, hy0⟩ := hL
  have hα : ∀ k, 0 ≤ α k → F y k = 0 := fun k hk => congrFun hy (Sum.inl ⟨k, hk⟩)
  have hβ : ∀ k, β k < 0 → G y k = 0 := fun k hk => congrFun hy (Sum.inr ⟨k, hk⟩)
  have hpos : 0 ≤ ∑ k, β k * G y k ^ 2 := Finset.sum_nonneg fun k _ => by
    rcases lt_or_ge (β k) 0 with hk | hk
    · simp [hβ k hk]
    · positivity
  have hFy : F y ≠ 0 := fun h0 => hy0 (hF (h0.trans (map_zero F).symm))
  obtain ⟨j, hj⟩ := Function.ne_iff.1 hFy
  have hneg : ∑ k, α k * F y k ^ 2 < ∑ _k : Fin m, (0 : ℝ) := by
    refine Finset.sum_lt_sum (fun k _ => ?_) ⟨j, Finset.mem_univ j, ?_⟩
    · rcases lt_or_ge (α k) 0 with hk | hk
      · exact mul_nonpos_of_nonpos_of_nonneg hk.le (sq_nonneg _)
      · simp [hα k hk]
    · exact mul_neg_of_neg_of_pos (not_le.1 fun hk => hj (hα j hk)) (pow_pos_of_ne hj)
  rw [Finset.sum_const_zero, h y] at hneg
  exact absurd hpos (not_le.2 hneg)
where
  pow_pos_of_ne {r : ℝ} (hr : r ≠ 0) : 0 < r ^ 2 := by positivity

/-- For a real symmetric matrix `H` there is a complete set of linear coordinates in which the
quadratic form `⟨y, H y⟩ - E ⟨y, y⟩` is diagonal with weights `eigenvalue - E`. -/
theorem spectral_form {m : ℕ} {H : Matrix (Fin m) (Fin m) ℝ} (hH : H.IsHermitian) (E : ℝ) :
    ∃ F : (Fin m → ℝ) →ₗ[ℝ] (Fin m → ℝ), Function.Injective F ∧
      ∀ y, ∑ k, (hH.eigenvalues k - E) * F y k ^ 2 = y ⬝ᵥ (H *ᵥ y) - E * (y ⬝ᵥ y) := by
  let v : Fin m → Fin m → ℝ := fun k => (hH.eigenvectorBasis k).ofLp
  have hin : ∀ p q : EuclideanSpace ℝ (Fin m), inner ℝ p q = p.ofLp ⬝ᵥ q.ofLp := by
    intro p q
    simp [PiLp.inner_apply, dotProduct, mul_comm]
  have hP : ∀ y z : Fin m → ℝ, ∑ k, (v k ⬝ᵥ y) * (v k ⬝ᵥ z) = y ⬝ᵥ z := by
    intro y z
    have h := hH.eigenvectorBasis.sum_inner_mul_inner (WithLp.toLp 2 y) (WithLp.toLp 2 z)
    simp only [hin] at h
    refine Eq.trans (Finset.sum_congr rfl fun k _ => ?_) h
    change (v k ⬝ᵥ y) * (v k ⬝ᵥ z) = (y ⬝ᵥ v k) * (v k ⬝ᵥ z)
    rw [dotProduct_comm (v k) y]
  have hT : Hᵀ = H := (Matrix.conjTranspose_eq_transpose_of_trivial H).symm.trans hH.eq
  have hev : ∀ k, H *ᵥ v k = hH.eigenvalues k • v k := fun k => hH.mulVec_eigenvectorBasis k
  have hv : ∀ k y, v k ⬝ᵥ (H *ᵥ y) = hH.eigenvalues k * (v k ⬝ᵥ y) := by
    intro k y
    rw [Matrix.dotProduct_mulVec, ← Matrix.mulVec_transpose, hT, hev, smul_dotProduct,
      smul_eq_mul]
  refine ⟨Matrix.mulVecLin (Matrix.of v), (injective_iff_map_eq_zero _).2 fun y hy => ?_,
    fun y => ?_⟩
  · have h0 : ∀ k, v k ⬝ᵥ y = 0 := fun k => congrFun hy k
    have h1 := hP y y
    simp only [h0, mul_zero, Finset.sum_const_zero] at h1
    exact dotProduct_self_eq_zero.1 h1.symm
  · change ∑ k, (hH.eigenvalues k - E) * (v k ⬝ᵥ y) ^ 2 = _
    rw [← hP y (H *ᵥ y), ← hP y y, Finset.mul_sum, ← Finset.sum_sub_distrib]
    exact Finset.sum_congr rfl fun k _ => by rw [hv]; ring

/-- Bond counting for couplings of any sign: if `x` is an eigenvector for `E` without zero
components, the levels below `E` are as many as the bonds with `b k * x k * x (k+1) > 0`, and the
levels above `E` as many as the bonds where this product is negative. -/
theorem bond_count {a : Fin (n + 1) → ℝ} {b : Fin n → ℝ} {x : Fin (n + 1) → ℝ} {E : ℝ}
    (hx : chain a b *ᵥ x = E • x) (hx0 : ∀ i, x i ≠ 0) :
    #{j | levels a b j < E} = #{k : Fin n | 0 < b k * (x k.castSucc * x k.succ)} ∧
    #{j | E < levels a b j} = #{k : Fin n | b k * (x k.castSucc * x k.succ) < 0} := by
  obtain ⟨F, hF, hFq⟩ := spectral_form (chain_isHermitian a b) E
  -- bond coordinates: `u 0` with weight zero, then the differences of `u = y / x`
  let w : Fin (n + 1) → ℝ :=
    Fin.cons (α := fun _ => ℝ) 0 (fun k => -(b k * (x k.castSucc * x k.succ)))
  let G : (Fin (n + 1) → ℝ) →ₗ[ℝ] (Fin (n + 1) → ℝ) :=
    LinearMap.pi (Fin.cons (α := fun _ => (Fin (n + 1) → ℝ) →ₗ[ℝ] ℝ)
      ((x 0)⁻¹ • LinearMap.proj 0)
      (fun k => (x k.castSucc)⁻¹ • LinearMap.proj k.castSucc
        - (x k.succ)⁻¹ • LinearMap.proj k.succ))
  have hG0 : ∀ y, G y 0 = (x 0)⁻¹ * y 0 := fun y => rfl
  have hGs : ∀ y (k : Fin n), G y k.succ =
      (x k.castSucc)⁻¹ * y k.castSucc - (x k.succ)⁻¹ * y k.succ := fun y k => rfl
  have hw0 : w 0 = 0 := rfl
  have hws : ∀ k : Fin n, w k.succ = -(b k * (x k.castSucc * x k.succ)) := fun k => rfl
  have hG : Function.Injective G := by
    refine (injective_iff_map_eq_zero G).2 fun y hy => ?_
    have hu : ∀ i, (x i)⁻¹ * y i = 0 := by
      intro i
      induction i using Fin.induction with
      | zero => rw [← hG0, hy]; rfl
      | succ k ih =>
        have h := hGs y k
        rw [hy, ih, Pi.zero_apply] at h
        linarith
    exact funext fun i => (mul_eq_zero.1 (hu i)).resolve_left (inv_ne_zero (hx0 i))
  have hq : ∀ y, ∑ j, (levels a b j - E) * F y j ^ 2 = ∑ j, w j * G y j ^ 2 := by
    intro y
    have hy : (fun i => (x i)⁻¹ * y i * x i) = y := funext fun i => by
      have := hx0 i
      field_simp
    have h := modulated_energy hx (fun i => (x i)⁻¹ * y i)
    simp only [hy] at h
    refine (hFq y).trans (h.trans ?_)
    rw [Fin.sum_univ_succ, hw0, zero_mul, zero_add]
    exact Finset.sum_congr rfl fun k _ => by rw [hws, hGs]
  have hq' : ∀ y, ∑ j, -(levels a b j - E) * F y j ^ 2 = ∑ j, -w j * G y j ^ 2 := by
    intro y
    simp only [neg_mul, Finset.sum_neg_distrib, hq y]
  have hc : ∀ β : Fin (n + 1) → ℝ, β 0 = 0 →
      #{j | β j < 0} = #{k : Fin n | β k.succ < 0} := by
    intro β h0
    simp only [Finset.card_filter, Fin.sum_univ_succ, h0, lt_irrefl, if_false, zero_add]
  -- inertia for the form and for its negative
  constructor
  · have h := (le_antisymm (inertia_le (fun j => levels a b j - E) w F G hF hq)
      (inertia_le w (fun j => levels a b j - E) G F hG fun y => (hq y).symm)).trans (hc w hw0)
    simpa only [sub_neg, hws, neg_lt_zero] using h
  · have h := (le_antisymm
      (inertia_le (fun j => -(levels a b j - E)) (fun j => -w j) F G hF hq')
      (inertia_le (fun j => -w j) (fun j => -(levels a b j - E)) G F hG
        fun y => (hq' y).symm)).trans (hc (fun j => -w j) (by simp [hw0]))
    simpa only [neg_sub, sub_neg, hws, neg_neg] using h

/-- Discrete node theorem: for strictly negative couplings and an eigenvector `x` for `E` without
zero components, the number of bonds on which `x` changes sign equals the number of levels
strictly below `E`. -/
theorem node_theorem {a : Fin (n + 1) → ℝ} {b : Fin n → ℝ} {x : Fin (n + 1) → ℝ} {E : ℝ}
    (hb : ∀ k, b k < 0) (hx : chain a b *ᵥ x = E • x) (hx0 : ∀ i, x i ≠ 0) :
    #{k : Fin n | x k.castSucc * x k.succ < 0} = #{j | levels a b j < E} := by
  rw [(bond_count hx hx0).1]
  refine congrArg Finset.card (Finset.filter_congr fun k _ => ⟨fun h => ?_, fun h => ?_⟩)
  · exact mul_pos_of_neg_of_neg (hb k) h
  · by_contra hp
    exact absurd h (not_lt.2 (mul_nonpos_of_nonpos_of_nonneg (hb k).le (not_lt.1 hp)))

/-- For strictly negative couplings, an eigenvector with all components positive belongs to the
lowest level. -/
theorem positive_state_lowest {a : Fin (n + 1) → ℝ} {b : Fin n → ℝ} {x : Fin (n + 1) → ℝ}
    {E : ℝ} (hb : ∀ k, b k < 0) (hx : chain a b *ᵥ x = E • x) (hpos : ∀ i, 0 < x i)
    (j : Fin (n + 1)) : E ≤ levels a b j := by
  have h := node_theorem hb hx fun i => (hpos i).ne'
  rw [Finset.card_eq_zero.2 (Finset.filter_eq_empty_iff.2 fun k _ =>
    not_lt.2 (mul_pos (hpos k.castSucc) (hpos k.succ)).le)] at h
  exact not_lt.1 (Finset.filter_eq_empty_iff.1 (Finset.card_eq_zero.1 h.symm)
    (Finset.mem_univ j))

/-- If no coupling vanishes, a level `E` that has an eigenvector without zero components is
nondegenerate. -/
theorem level_nondegenerate {a : Fin (n + 1) → ℝ} {b : Fin n → ℝ} {x : Fin (n + 1) → ℝ}
    {E : ℝ} (hb : ∀ k, b k ≠ 0) (hx : chain a b *ᵥ x = E • x) (hx0 : ∀ i, x i ≠ 0) :
    #{j | levels a b j = E} = 1 := by
  have tri : ∀ (m : ℕ) (f : Fin m → ℝ) (c : ℝ),
      #{j | f j < c} + #{j | c < f j} + #{j | f j = c} = m := by
    intro m f c
    simp only [Finset.card_filter]
    rw [← Finset.sum_add_distrib, ← Finset.sum_add_distrib]
    calc _ = ∑ _k : Fin m, 1 := Finset.sum_congr rfl fun k _ => by
          rcases lt_trichotomy (f k) c with h | h | h
          · simp [h, not_lt.2 h.le, h.ne]
          · simp [h]
          · simp [h, not_lt.2 h.le, h.ne']
      _ = m := by simp
  -- every bond counts one level, below or above `E`
  have h1 := tri (n + 1) (levels a b) E
  have h2 := tri n (fun k => b k * (x k.castSucc * x k.succ)) 0
  have h3 : #{k : Fin n | b k * (x k.castSucc * x k.succ) = 0} = 0 :=
    Finset.card_eq_zero.2 (Finset.filter_eq_empty_iff.2 fun k _ =>
      mul_ne_zero (hb k) (mul_ne_zero (hx0 _) (hx0 _)))
  obtain ⟨h4, h5⟩ := bond_count hx hx0
  omega

end DiscreteNodeTheorem
```

```lean
#print axioms DiscreteNodeTheorem.bond_count
-- 'DiscreteNodeTheorem.bond_count' depends on axioms: [propext, Classical.choice, Quot.sound]
#print axioms DiscreteNodeTheorem.positive_state_lowest
-- 'DiscreteNodeTheorem.positive_state_lowest' depends on axioms: [propext, Classical.choice, Quot.sound]
#print axioms DiscreteNodeTheorem.level_nondegenerate
-- 'DiscreteNodeTheorem.level_nondegenerate' depends on axioms: [propext, Classical.choice, Quot.sound]
```

## From the bond sum to the count in Lean

`chain_form` computes the matrix element of $H$ between two different vectors, because the eigenvalue equation is tested against $u^2x$ and not against $x$. That test is `h1` in `modulated_energy`. The on-site sums then cancel, and `ring` completes the square on each bond.

`inertia_le` is the dimension count. Its `α` and `β` are the weights of the two diagonal forms, not Hückel parameters. The map `L` collects the conditions imposed on $y$. If it were injective, there would have to be at least as many conditions as dimensions, which `omega` refutes. The vector $y\neq0$ obtained in this way gives the two contradictory signs.

`spectral_form` supplies the eigenbasis coordinates `F`. The completeness relation `hP` gives their injectivity and, together with the eigenvalue equation in `hv`, the diagonal form.

In `bond_count`, `G` holds the bond coordinates with $u_i=y_i/x_i$, and `w` holds their weights. Injectivity of `G` follows by induction along the chain: if $u_0$ and all differences vanish, so does every $u_i$. Two uses of `inertia_le` give the levels below $E$, and two more, with all weights reversed, give those above.

`node_theorem` translates the sign of $b_kx_kx_{k+1}$ into that of $x_kx_{k+1}$. In `positive_state_lowest` a positive eigenvector has no sign changes, so no level lies below its $E$. `level_nondegenerate` splits the levels and the bonds into three classes each with `tri`, and `omega` finds the one level left over.
